# Hurley's theorem: at stationary basis centres, the energy derivative is the expectation value of the Hamiltonian's derivative

A calculation can report a force where the energy curve is flat. Let a real number $x$ stand for a nuclear coordinate and a real number $y$ for the centre of a basis function, and suppose that the energy of the trial state is $\cos 2(x-y)$. Tie the centre to the nucleus at a fixed offset, $y=x-\pi/4$. The energy is then zero for every $x$, but the expectation value of $dH/dx$, which is the derivative at fixed $y$, equals $-2\sin(\pi/2)=-2$.

The missing contribution comes from the motion of the centre. Hurley's theorem states when it vanishes: if the energy is stationary in the centres at the geometry considered, the expectation value of $dH/dx$ is the full derivative. It is proved here for bounded Hamiltonians that are differentiable in $x$. The trial state is nonzero, depends on $x$ only through its centres and is differentiable in them, and the centres are differentiable in $x$.

## States, centres and energy

The states live in a complex inner-product space $V$, and the centres form a vector $y$ in a real normed space $Y$. The choices $V=\mathbb C^n$ and $Y=\mathbb R^m$ give complex matrices, Hermitian ones among them, and finitely many centre coordinates, but neither dimension has to be finite.

In Lean 4 with Mathlib:

```lean
import Mathlib

noncomputable section

namespace HurleyFloatingBasis

variable {V Y : Type*} [NormedAddCommGroup V] [InnerProductSpace ℂ V]
  [NormedAddCommGroup Y] [NormedSpace ℝ Y]
```

For a bounded operator $A$ and a nonzero state $\psi$, write

$$\langle A\rangle_\psi=\frac{\operatorname{Re}\langle\psi,A\psi\rangle}{\|\psi\|^2}.$$

Dividing by the squared norm means that trial states need not be normalised. The type `V →L[ℂ] V` is that of the bounded linear operators on $V$.

```lean
/-- The real part of the normalised expectation value `⟨ψ, A ψ⟩ / ⟨ψ, ψ⟩`, for a
nonzero state `ψ`. -/
def expect (A : V →L[ℂ] V) (ψ : V) : ℝ :=
  (inner ℂ ψ (A ψ)).re / ‖ψ‖ ^ 2
```

With a Hamiltonian $H(x)$ and trial states $\varphi(y)$, the energy is $E(x,y)=\langle H(x)\rangle_{\varphi(y)}$. Here $x$ is a single real coordinate, so a molecule with many nuclei is treated one displacement at a time. Nuclear repulsion can be included in $H(x)$ as a multiple of the identity.

```lean
/-- The energy at nuclear coordinate `x` of the trial state `φ y` with basis centres `y`,
for `φ y` nonzero. -/
def energy (H : ℝ → V →L[ℂ] V) (φ : Y → V) (x : ℝ) (y : Y) : ℝ :=
  expect (H x) (φ y)
```

The real part loses nothing for a Hermitian operator, because

$$\overline{\langle\psi,A\psi\rangle}=\langle A\psi,\psi\rangle=\langle\psi,A\psi\rangle .$$

A number equal to its conjugate is real, so $\langle\psi,A\psi\rangle=\langle A\rangle_\psi\|\psi\|^2$. In the proof, `hre` cancels the norm and the last line is the conjugation argument. Hermiticity, the hypothesis `hA`, is used only here, since the derivative formulas hold without it. To apply the lemma to the derivative of $H$ one also needs that operator to be Hermitian, which it is whenever every $H(x)$ is, as a limit of Hermitian difference quotients.

```lean
/-- For a Hermitian operator the complex number `⟨ψ, A ψ⟩` is real and equals the
expectation value times the squared norm of the state. -/
theorem inner_eq_expect (A : V →L[ℂ] V)
    (hA : ∀ u v, inner ℂ (A u) v = inner ℂ u (A v)) (ψ : V) :
    inner ℂ ψ (A ψ) = ((expect A ψ * ‖ψ‖ ^ 2 : ℝ) : ℂ) := by
  have hre : expect A ψ * ‖ψ‖ ^ 2 = (inner ℂ ψ (A ψ)).re := by
    rcases eq_or_ne ψ 0 with rfl | h
    · simp [expect]
    · exact div_mul_cancel₀ _ (pow_ne_zero 2 (norm_ne_zero_iff.mpr h))
  rw [hre]
  exact (Complex.conj_eq_iff_re.mp ((inner_conj_symm (A ψ) ψ).trans (hA ψ ψ))).symm
```

## The derivative when the centres move

Let the centres follow a path $y(x)$ with $y(x_0)=y_0$ and velocity $y'$ at $x_0$. Let $H'$ be the derivative of $H$ at $x_0$, and let $G$ be the gradient of $E(x_0,\cdot)$ at $y_0$, regarded as a linear map from $Y$ to $\mathbb R$. Put $\psi(x)=\varphi(y(x))$ and split the energy:

$$E(x,y(x))=E(x_0,y(x))+\frac{r(x)}{n(x)},$$

$$r(x)=\operatorname{Re}\langle\psi(x),(H(x)-H(x_0))\psi(x)\rangle,\qquad n(x)=\|\psi(x)\|^2 .$$

By the chain rule the first term has derivative $G\,y'$ at $x_0$. For the second, write $\psi=\psi(x_0)$ and let $\psi'$ be the derivative of $\psi(x)$ at $x_0$. The product rule gives

$$r'(x_0)=\operatorname{Re}\big(\langle\psi',0\rangle+\langle\psi,H'\psi\rangle+\langle\psi,0\rangle\big)=\operatorname{Re}\langle\psi,H'\psi\rangle,$$

because $H(x)-H(x_0)$ vanishes at $x_0$. The response $\psi'$ of the state has dropped out. Since $r(x_0)=0$ as well, the quotient rule leaves

$$\frac{r'(x_0)\,n(x_0)-r(x_0)\,n'(x_0)}{n(x_0)^2}=\frac{r'(x_0)}{n(x_0)}=\langle H'\rangle_{\psi}.$$

The total derivative is therefore $\langle H'\rangle_{\varphi(y_0)}+G\,y'$. The second term is, up to sign, the Pulay force.

In the statement below, `HasDerivAt H H' x0` says that $H$ has derivative $H'$ at $x_0$ in operator norm, and `HasFDerivAt` says the same of the energy as a function of the centres, with gradient `G`. In the proof, `ha` differentiates $\psi(x)$, `hr` computes $r'(x_0)$, `hd` differentiates $n$, `hq` is the quotient rule and `hE` the chain rule. The last two bullets verify the splitting and simplify the derivative.

```lean
/-- When the centres move with the nuclei, the derivative of the energy is the expectation
value of `H'` plus the energy gradient in the centres applied to their velocity. The
trial state is nonzero and differentiable in the centres. -/
theorem total_derivative {H : ℝ → V →L[ℂ] V} {H' : V →L[ℂ] V} {φ : Y → V}
    {y : ℝ → Y} {y' y0 : Y} {x0 : ℝ} {G : Y →L[ℝ] ℝ}
    (hy0 : y x0 = y0) (hH : HasDerivAt H H' x0) (hφ : DifferentiableAt ℝ φ y0)
    (hne : φ y0 ≠ 0) (hy : HasDerivAt y y' x0)
    (hG : HasFDerivAt (fun z => energy H φ x0 z) G y0) :
    HasDerivAt (fun x => energy H φ x (y x)) (expect H' (φ y0) + G y') x0 := by
  subst hy0
  have ha : HasDerivAt (fun x => φ (y x)) (fderiv ℝ φ (y x0) y') x0 :=
    hφ.hasFDerivAt.comp_hasDerivAt x0 hy
  have hK : HasDerivAt (fun x => (H x - H x0).restrictScalars ℝ)
      (H'.restrictScalars ℝ) x0 :=
    (ContinuousLinearMap.restrictScalarsL ℂ V V ℝ ℝ).hasFDerivAt.comp_hasDerivAt x0
      (hH.sub_const (H x0))
  -- the change of the Hamiltonian vanishes at x0, so the state's response drops out here
  have hr : HasDerivAt (fun x => (inner ℂ (φ (y x)) ((H x - H x0) (φ (y x)))).re)
      (inner ℂ (φ (y x0)) (H' (φ (y x0)))).re x0 := by
    refine (Complex.reCLM.hasFDerivAt.comp_hasDerivAt x0
      (ha.inner ℂ (hK.clm_apply ha))).congr_deriv ?_
    simp
  obtain ⟨d, hd⟩ : ∃ d, HasDerivAt (fun x => ‖φ (y x)‖ ^ 2) d x0 := by
    have h := Complex.reCLM.hasFDerivAt.comp_hasDerivAt x0 (ha.inner ℂ ha)
    exact ⟨_, h.congr_of_eventuallyEq (Filter.Eventually.of_forall fun x =>
      (inner_self_eq_norm_sq (𝕜 := ℂ) (φ (y x))).symm)⟩
  have hn : ‖φ (y x0)‖ ≠ 0 := norm_ne_zero_iff.mpr hne
  have hq := hr.div hd (pow_ne_zero 2 hn)
  -- the remaining part is the energy of the moving state in the fixed Hamiltonian
  have hE := hG.comp_hasDerivAt x0 hy
  refine ((hq.add hE).congr_of_eventuallyEq
    (Filter.Eventually.of_forall fun x => ?_)).congr_deriv ?_
  · change expect (H x) (φ (y x)) =
      (inner ℂ (φ (y x)) ((H x - H x0) (φ (y x)))).re / ‖φ (y x)‖ ^ 2
        + expect (H x0) (φ (y x))
    simp only [expect, sub_apply, inner_sub_right, Complex.sub_re]
    ring
  · simp only [expect, sub_self, zero_apply, inner_zero_right,
      Complex.zero_re, zero_mul, sub_zero]
    congr 1
    field_simp
```

## Stationary centres

If $G=0$, the term $G\,y'$ vanishes whatever the velocity, and

$$\frac{d}{dx}E(x,y(x))\Big|_{x_0}=\langle H'\rangle_{\varphi(y_0)} .$$

The hypothesis `hstat` expresses $G=0$. It asks for a stationary point and not a minimum, and only at $x_0$. In a Hartree-Fock calculation within a fixed finite one-particle space, $\varphi$ is a determinant that also depends on orbital parameters. These then belong in $y$ together with the centres, and the energy must be stationary in all of them.

The bounded $H(x)$ is a real restriction: the Coulomb Hamiltonian on the full space of wavefunctions is unbounded, so the theorem applies to matrix models and not directly to floating Gaussians in continuous space.

```lean
/-- **Hurley's theorem.** If the energy is stationary in the floating centres at `x0`, its
derivative along the moving centres is the expectation value of `H'`. The trial state is
nonzero and differentiable in the centres, and the centres are differentiable in `x`. -/
theorem hurley {H : ℝ → V →L[ℂ] V} {H' : V →L[ℂ] V} {φ : Y → V} {y : ℝ → Y} {x0 : ℝ}
    (hH : HasDerivAt H H' x0) (hφ : DifferentiableAt ℝ φ (y x0)) (hne : φ (y x0) ≠ 0)
    (hy : DifferentiableAt ℝ y x0)
    (hstat : HasFDerivAt (fun z => energy H φ x0 z) (0 : Y →L[ℝ] ℝ) (y x0)) :
    HasDerivAt (fun x => energy H φ x (y x)) (expect H' (φ (y x0))) x0 := by
  simpa using total_derivative rfl hH hφ hne hy.hasDerivAt hstat
```

For unit vectors the denominators equal one, and the result takes its familiar form: $\operatorname{Re}\langle\varphi,H\varphi\rangle$ has derivative $\operatorname{Re}\langle\varphi,H'\varphi\rangle$. The proof derives $\varphi\neq0$ from the norm and then applies `hurley`. For Hermitian operators `inner_eq_expect` shows that both inner products are already real.

```lean
/-- Hurley's theorem for differentiable unit vectors: at stationary centres the derivative of
`Re ⟨φ, H φ⟩` along the moving centres is `Re ⟨φ, H' φ⟩`. The centres are differentiable in `x`. -/
theorem hurley_unit {H : ℝ → V →L[ℂ] V} {H' : V →L[ℂ] V} {φ : Y → V} {y : ℝ → Y}
    {x0 : ℝ} (hunit : ∀ z, ‖φ z‖ = 1)
    (hH : HasDerivAt H H' x0) (hφ : DifferentiableAt ℝ φ (y x0))
    (hy : DifferentiableAt ℝ y x0)
    (hstat : HasFDerivAt (fun z => (inner ℂ (φ z) (H x0 (φ z))).re)
      (0 : Y →L[ℝ] ℝ) (y x0)) :
    HasDerivAt (fun x => (inner ℂ (φ (y x)) (H x (φ (y x)))).re)
      (inner ℂ (φ (y x0)) (H' (φ (y x0)))).re x0 := by
  have hne : φ (y x0) ≠ 0 := norm_ne_zero_iff.mp (by rw [hunit]; exact one_ne_zero)
  have h := hurley (H := H) hH hφ hne hy (by simpa [energy, expect, hunit] using hstat)
  simpa [energy, expect, hunit] using h
```

## The converse

Stationarity can also be recovered from the derivative formula. Let the centres move uniformly, $y(x)=y_0+(x-x_0)v$, with $v$ in $Y$. The total derivative is then $\langle H'\rangle_{\varphi(y_0)}+G\,v$. If it equals $\langle H'\rangle_{\varphi(y_0)}$ for every $v$, then $G\,v=0$ for every $v$, so $G=0$.

In the proof, `key` is the total derivative for this motion. One direction sets $G=0$; the other compares two derivatives of the same function by `unique`.

```lean
/-- For a nonzero differentiable trial state, the energy gradient `G` in the centres vanishes
exactly when the expectation value of `H'` is the energy derivative for every uniform
motion of the centres. -/
theorem stationary_iff {H : ℝ → V →L[ℂ] V} {H' : V →L[ℂ] V} {φ : Y → V} {y0 : Y}
    {x0 : ℝ} {G : Y →L[ℝ] ℝ} (hH : HasDerivAt H H' x0) (hφ : DifferentiableAt ℝ φ y0)
    (hne : φ y0 ≠ 0) (hG : HasFDerivAt (fun z => energy H φ x0 z) G y0) :
    G = 0 ↔ ∀ v : Y, HasDerivAt (fun x => energy H φ x (y0 + (x - x0) • v))
      (expect H' (φ y0)) x0 := by
  have key : ∀ v : Y, HasDerivAt (fun x => energy H φ x (y0 + (x - x0) • v))
      (expect H' (φ y0) + G v) x0 := fun v => by
    have hy : HasDerivAt (fun x : ℝ => y0 + (x - x0) • v) v x0 := by
      simpa using (((hasDerivAt_id' x0).sub_const x0).smul_const v).const_add y0
    exact total_derivative (by simp) hH hφ hne hy hG
  constructor
  · rintro rfl v
    simpa using key v
  · intro h
    ext v
    have := (key v).unique (h v)
    simpa using this
```

## No net force under a joint displacement

Let $x$ now displace all nuclei together, and let $u$ be the accompanying displacement of the centres per unit of $x$. Suppose that the joint motion leaves the energy unchanged:

$$E(x,y_0+(x-x_0)u)=E(x_0,y_0)\quad\text{for all }x.$$

The left side has derivative $\langle H'\rangle_{\varphi(y_0)}$ at stationary centres, and the right side is constant, so $\langle H'\rangle_{\varphi(y_0)}=0$. For a translation this says that the Hellmann-Feynman forces on the nuclei add up to zero along that direction.

The invariance is the hypothesis `hinv`. It stands for translational symmetry of the molecule together with its basis, and is assumed here, not derived from a particular Hamiltonian.

```lean
/-- If moving the nuclei and the centres together leaves the energy unchanged, the
expectation value of `H'` for this displacement vanishes at stationary centres. The trial
state is nonzero and differentiable in the centres. -/
theorem net_force_zero {H : ℝ → V →L[ℂ] V} {H' : V →L[ℂ] V} {φ : Y → V} {y0 u : Y}
    {x0 : ℝ} (hH : HasDerivAt H H' x0) (hφ : DifferentiableAt ℝ φ y0) (hne : φ y0 ≠ 0)
    (hstat : HasFDerivAt (fun z => energy H φ x0 z) (0 : Y →L[ℝ] ℝ) y0)
    (hinv : ∀ x, energy H φ x (y0 + (x - x0) • u) = energy H φ x0 y0) :
    expect H' (φ y0) = 0 := by
  have h := (stationary_iff hH hφ hne hstat).1 rfl u
  simp only [hinv] at h
  exact h.unique (hasDerivAt_const _ _)
```

## A two-level model

The energy used at the start comes from a Hamiltonian whose axis turns with $x$. With the Pauli matrices $\sigma_z$ and $\sigma_x$,

$$H(x)=\cos 2x\,\sigma_z+\sin 2x\,\sigma_x .$$

```lean
/-- A two-level Hamiltonian `cos 2x σz + sin 2x σx` whose axis turns with `x`. -/
def rotorH (x : ℝ) : EuclideanSpace ℂ (Fin 2) →L[ℂ] EuclideanSpace ℂ (Fin 2) :=
  Real.cos (2 * x) • Matrix.toEuclideanCLM (n := Fin 2) (𝕜 := ℂ) !![1, 0; 0, -1] +
    Real.sin (2 * x) • Matrix.toEuclideanCLM (n := Fin 2) (𝕜 := ℂ) !![0, 1; 1, 0]
```

The trial state is a real vector at angle $y$, $\varphi(y)=(\cos y,\sin y)$.

```lean
/-- The trial state `(cos y, sin y)`. -/
def rotorState (y : ℝ) : EuclideanSpace ℂ (Fin 2) :=
  !₂[(Real.cos y : ℂ), (Real.sin y : ℂ)]
```

Its squared norm is $\cos^2y+\sin^2y=1$.

```lean
/-- The trial state of the two-level model is normalised. -/
theorem rotorState_norm (y : ℝ) : ‖rotorState y‖ ^ 2 = 1 := by
  rw [EuclideanSpace.norm_sq_eq]
  simp [rotorState, Fin.sum_univ_two, Complex.norm_real, -Complex.ofReal_cos,
    -Complex.ofReal_sin]
```

The two expectation values are $\langle\sigma_z\rangle=\cos^2y-\sin^2y=\cos 2y$ and $\langle\sigma_x\rangle=2\sin y\cos y=\sin 2y$, so

$$E(x,y)=\cos 2x\cos 2y+\sin 2x\sin 2y=\cos 2(x-y).$$

In the proof, `hi` evaluates the inner product, and the addition and double-angle formulas do the rest.

```lean
/-- The energy of the two-level model is `cos 2(x - y)`. -/
theorem rotor_energy (x y : ℝ) :
    energy rotorH rotorState x y = Real.cos (2 * (x - y)) := by
  have hi : (inner ℂ (rotorState y) (rotorH x (rotorState y))).re =
      Real.cos (2 * x) * (Real.cos y ^ 2 - Real.sin y ^ 2) +
        Real.sin (2 * x) * (2 * Real.sin y * Real.cos y) := by
    simp [rotorState, rotorH, PiLp.inner_apply, Fin.sum_univ_two,
      -Complex.ofReal_cos, -Complex.ofReal_sin]
    ring
  rw [energy, expect, rotorState_norm, div_one, hi, mul_sub 2 x y, Real.cos_sub,
    Real.cos_two_mul y, Real.sin_two_mul y]
  linear_combination (-Real.cos (2 * x)) * Real.sin_sq_add_cos_sq y
```

The derivative in $y$ is $2\sin 2(x-y)$, which vanishes at $x=x_0$, $y=x_0$. Moving $x$ and $y$ together keeps $x-y=0$ and hence $E=1$. The model therefore satisfies the conditions on $H$, $\varphi$ and the energy in both Hurley's theorem and the net-force result, with $u=1$. The stationary point is a maximum in $y$.

```lean
/-- The two-level model with `y = x0` is differentiable, has a nonzero trial state and a
stationary energy, and keeps its energy when `x` and `y` are moved together. -/
theorem rotor_witness (x0 : ℝ) :
    DifferentiableAt ℝ rotorH x0 ∧ DifferentiableAt ℝ rotorState x0 ∧
    rotorState x0 ≠ 0 ∧
    HasFDerivAt (fun y => energy rotorH rotorState x0 y) (0 : ℝ →L[ℝ] ℝ) x0 ∧
    ∀ x, energy rotorH rotorState x (x0 + (x - x0) • (1 : ℝ)) =
      energy rotorH rotorState x0 x0 := by
  refine ⟨?_, ?_, ?_, ?_, ?_⟩
  · unfold rotorH
    fun_prop
  · have h : rotorState = fun y : ℝ => Real.cos y • (!₂[1, 0] : EuclideanSpace ℂ (Fin 2))
        + Real.sin y • (!₂[0, 1] : EuclideanSpace ℂ (Fin 2)) := by
      funext y
      ext i
      fin_cases i <;> simp [rotorState]
    rw [h]
    fun_prop
  · intro h
    have := rotorState_norm x0
    simp [h] at this
  · simp only [rotor_energy]
    rw [hasFDerivAt_iff_hasDerivAt]
    refine ((((hasDerivAt_id' x0).const_sub x0).const_mul 2).cos).congr_deriv ?_
    simp
  · intro x
    simp [rotor_energy]

end HurleyFloatingBasis
```

```lean
#print axioms HurleyFloatingBasis.inner_eq_expect
#print axioms HurleyFloatingBasis.hurley
#print axioms HurleyFloatingBasis.hurley_unit
#print axioms HurleyFloatingBasis.net_force_zero
```

```
'HurleyFloatingBasis.inner_eq_expect' depends on axioms: [propext, Classical.choice, Quot.sound]
'HurleyFloatingBasis.hurley' depends on axioms: [propext, Classical.choice, Quot.sound]
'HurleyFloatingBasis.hurley_unit' depends on axioms: [propext, Classical.choice, Quot.sound]
'HurleyFloatingBasis.net_force_zero' depends on axioms: [propext, Classical.choice, Quot.sound]
```

## Continuous centres are not enough

The same model shows what fails if the centres are only continuous in $x$. Take

$$y(x)=x+\sqrt{|x-x_0|}.$$

At $x_0$ the centre is $y(x_0)=x_0$, where the energy is stationary in $y$, and $\langle H'\rangle_{\varphi(x_0)}=-2\sin 0=0$. Along the path, however,

$$E(x,y(x))=\cos\!\big(2\sqrt{|x-x_0|}\big)=1-2|x-x_0|+O(|x-x_0|^2).$$

This has slope $2$ on the left of $x_0$ and $-2$ on the right, so the energy has no derivative there. The centre moves so fast near $x_0$ that the second-order change of the energy in $y$ becomes first order in $x$.
